# Hartree–Fock orbital energies weaken the MP2 divergence in a small-momentum model of the electron gas, but do not remove it

Q: Take the integral of $1/(q\log(1/q))$ from a cutoff $e$ up to $a$, with $0<e<a<1$. I am told that it shows what exchange does to second-order perturbation theory (MP2) in a metal. What does it do as $e\to0^+$?

A: It diverges, very slowly. Write $L(q)=\log(1/q)$, which is positive for $0<q<1$ and has $L'(q)=-1/q$. Then

$$\frac{d}{dq}\bigl[-\log L(q)\bigr]=-\frac{L'(q)}{L(q)}=\frac{1}{q\,L(q)},$$

so the integral equals $\log L(e)-\log L(a)$. Choose $a$ with $L(a)=1$. At a cutoff with $L(e)=100$ the integral is $\log 100\approx4.6$, while the integral of $1/q$ over the same range is $99$. Both grow without bound, but their ratio tends to zero.

Q: Where does the electron gas come in?

A: Through power counting in the direct MP2 energy of the three-dimensional gas at small momentum transfer $q$. The volume element gives $q^2$ and the squared Coulomb interaction gives $(1/q^2)^2$. Each of the two excitations starts from a shell of thickness of order $q$ at the Fermi surface, which gives another $q^2$. These powers cancel, and only the energy denominator is left. It is $q$ times a velocity,

$$w(q)=v+c\log(1/q).$$

Here $v$ is the bare Fermi velocity. The term with $c$ stands for the logarithmic steepening of the Hartree–Fock band at the Fermi surface, which comes from the unscreened exchange interaction. Your integral has $v=0$, $c=1$; bare orbital energies have $c=0$.

```lean
import Mathlib

open Filter Topology

namespace ElectronGasMP2

noncomputable section

/-- Model Fermi velocity at momentum transfer `q > 0`: a bare part `v` plus an exchange part
`c log(1/q)`. -/
def velocity (v c q : ℝ) : ℝ := v + c * Real.log (1 / q)
```

Q: A logarithm of a momentum?

A: `q` is a plain real number, the momentum transfer in some fixed unit. Changing the unit adds a constant to the logarithm, and this constant can be absorbed in $v$. Strictly, then, $v$ is the bare velocity for one choice of unit only; for any other choice it includes a constant from exchange.

Q: And is the cancellation of powers put in by hand?

A: No, the integrand keeps all the factors, and the cancellation is a lemma. What is put in by hand is the scaling of each factor and the form of the velocity.

```lean
/-- Small-`q` integrand of the direct MP2 energy, without constant prefactors: volume element,
squared Coulomb interaction and phase space of two excitations, over the excitation energy
`q * velocity`. Its domain is `q > 0` with nonzero velocity. -/
def mp2Integrand (v c q : ℝ) : ℝ :=
  q ^ 2 * (1 / q ^ 2) ^ 2 * q ^ 2 / (q * velocity v c q)

/-- Magnitude of the MP2 contribution from momentum transfers between `e` and `a`, for `0 < e ≤ a`
and a velocity that is positive between them. -/
def mp2Tail (v c a e : ℝ) : ℝ := ∫ q in e..a, mp2Integrand v c q

/-- For `q ≠ 0` the powers of `q` cancel, and the MP2 integrand is the inverse excitation
energy. -/
theorem mp2Integrand_eq (v c : ℝ) {q : ℝ} (hq : q ≠ 0) :
    mp2Integrand v c q = 1 / (q * velocity v c q) := by
  have h : q ^ 2 * (1 / q ^ 2) ^ 2 * q ^ 2 = 1 := by field_simp
  rw [mp2Integrand, h]
```

`mp2Tail v c a e` is the contribution from momentum transfers between `e` and `a`; note that the upper limit comes before the lower one in the argument list. It is a magnitude, since the MP2 energy itself is negative. In `mp2Integrand_eq`, `field_simp` cancels the powers for $q\neq0$.

Q: Now give me the integral for general $v$ and $c$.

A: Let $v\ge0$, $c>0$ and $0<e\le a<1$. Then $w(q)>0$ on the whole interval, and $w'(q)=-c/q$. Therefore

$$\frac{d}{dq}\left[-\frac{\log w(q)}{c}\right]=-\frac{w'(q)}{c\,w(q)}=\frac{1}{q\,w(q)},$$

and the contribution, which I call $T(e)$, is

$$T(e)=\frac{\log w(e)-\log w(a)}{c}.$$

```lean
/-- With exchange in the orbital energies (`v ≥ 0`, `c > 0`), the MP2 contribution from
`0 < e ≤ q ≤ a < 1` is a difference of logarithms of the velocity, divided by `c`. -/
theorem mp2Tail_hartreeFock {v c a e : ℝ} (hv : 0 ≤ v) (hc : 0 < c)
    (he : 0 < e) (hea : e ≤ a) (ha : a < 1) :
    mp2Tail v c a e =
      (Real.log (velocity v c e) - Real.log (velocity v c a)) / c := by
  have hpos : ∀ q ∈ Set.uIcc e a, 0 < q ∧ 0 < velocity v c q := by
    intro q hq
    rw [Set.uIcc_of_le hea] at hq
    have hq0 : 0 < q := lt_of_lt_of_le he hq.1
    exact ⟨hq0, add_pos_of_nonneg_of_pos hv (mul_pos hc
      (Real.log_pos (one_lt_one_div hq0 (lt_of_le_of_lt hq.2 ha))))⟩
  -- the velocity has slope -c/q
  have hvel : ∀ q ∈ Set.uIcc e a, HasDerivAt (velocity v c) (-(c * q⁻¹)) q := by
    intro q hq
    have hf : velocity v c = fun x => v - c * Real.log x := by
      funext x
      rw [velocity, one_div, Real.log_inv]
      ring
    rw [hf]
    exact ((Real.hasDerivAt_log (hpos q hq).1.ne').const_mul c).const_sub v
  have hd : ∀ q ∈ Set.uIcc e a, HasDerivAt (fun x => -Real.log (velocity v c x) / c)
      (1 / (q * velocity v c q)) q := by
    intro q hq
    refine (((hvel q hq).log (hpos q hq).2.ne').fun_neg.div_const c).congr_deriv ?_
    linear_combination (1 / (q * velocity v c q)) * (mul_inv_cancel₀ hc.ne')
  have hint : IntervalIntegrable (fun q => 1 / (q * velocity v c q))
      MeasureTheory.volume e a := by
    apply ContinuousOn.intervalIntegrable
    intro q hq
    exact (continuousAt_const.div (continuousAt_id.mul (hvel q hq).continuousAt)
      (mul_pos (hpos q hq).1 (hpos q hq).2).ne').continuousWithinAt
  have hcongr : Set.EqOn (mp2Integrand v c) (fun q => 1 / (q * velocity v c q))
      (Set.uIcc e a) := fun q hq => mp2Integrand_eq v c (hpos q hq).1.ne'
  -- fundamental theorem of calculus
  refine (intervalIntegral.integral_congr hcongr).trans
    ((intervalIntegral.integral_eq_sub_of_hasDerivAt hd hint).trans ?_)
  show -Real.log (velocity v c a) / c - -Real.log (velocity v c e) / c = _
  ring
```

The proof takes the same steps. `hpos` shows that $q$ and the velocity are positive, `hvel` gives the slope $-c/q$, and `hd` differentiates the logarithm. `hcongr` replaces the MP2 integrand by $1/(q\,w)$, and the fundamental theorem of calculus finishes.

Q: Lean gives every integral a value, even a meaningless one. How do I know that this one is genuine?

A: Lean does assign zero to a non-integrable function, but `hint` proves that the integrand is integrable, from its continuity between `e` and `a`.

Q: What do I compare it with?

A: With the contribution for bare energies. For a velocity $v>0$ and $c=0$ the integrand is $1/(vq)$, so the integral is $\log(a/e)/v$.

```lean
/-- With bare orbital energies of velocity `v > 0` (no exchange part), the MP2 contribution from
`0 < e ≤ q ≤ a` is `log(a/e)/v`. -/
theorem mp2Tail_bare (v : ℝ) {a e : ℝ} (he : 0 < e) (hea : e ≤ a) :
    mp2Tail v 0 a e = Real.log (a / e) / v := by
  have hcongr : Set.EqOn (mp2Integrand v 0) (fun q => (1 / v) * (1 / q))
      (Set.uIcc e a) := by
    intro q hq
    rw [Set.uIcc_of_le hea] at hq
    show mp2Integrand v 0 q = (1 / v) * (1 / q)
    rw [mp2Integrand_eq v 0 (lt_of_lt_of_le he hq.1).ne', velocity, zero_mul, add_zero]
    ring
  refine (intervalIntegral.integral_congr hcongr).trans ?_
  rw [intervalIntegral.integral_const_mul, integral_one_div_of_pos he (lt_of_lt_of_le he hea)]
  ring
```

Q: "Very slowly" is vague. How fast does $T(e)$ grow?

A: Abbreviate $L=\log(1/e)$, which tends to infinity as $e\to0^+$. Factor it out of the velocity: $w(e)=L\,(v/L+c)$, hence $\log w(e)=\log L+\log(v/L+c)$. Dividing the closed form by $\log L$ gives

$$\frac{T(e)}{\log L}=\frac1c\left[1+\frac{\log(v/L+c)-\log w(a)}{\log L}\right]\longrightarrow\frac1c,$$

because the numerator of the inner fraction tends to the constant $\log c-\log w(a)$ while $\log L\to\infty$. The bare velocity has no influence on the leading growth; only $c$ sets it.

```lean
/-- The logarithm `log(1/e)` grows without bound as the cutoff `e` tends to `0` from above. -/
theorem tendsto_log_cutoff :
    Tendsto (fun e : ℝ => Real.log (1 / e)) (𝓝[>] 0) atTop := by
  refine (tendsto_neg_atBot_atTop.comp Real.tendsto_log_nhdsGT_zero).congr fun e => ?_
  simp [Real.log_inv]

/-- Exact rate for `v ≥ 0`, `c > 0`, `0 < a < 1`: the MP2 contribution with exchange, divided
by `log(log(1/e))`, tends to `1/c` as `e` tends to `0` from above. -/
theorem mp2Tail_rate {v c a : ℝ} (hv : 0 ≤ v) (hc : 0 < c) (ha0 : 0 < a) (ha : a < 1) :
    Tendsto (fun e => mp2Tail v c a e / Real.log (Real.log (1 / e)))
      (𝓝[>] 0) (𝓝 (1 / c)) := by
  have hX := tendsto_log_cutoff
  have hLL : Tendsto (fun e : ℝ => Real.log (Real.log (1 / e))) (𝓝[>] 0) atTop :=
    Real.tendsto_log_atTop.comp hX
  have h1 : Tendsto (fun e : ℝ => v / Real.log (1 / e) + c) (𝓝[>] 0) (𝓝 (0 + c)) :=
    (tendsto_const_nhds.div_atTop hX).add_const c
  have h2 := h1.log (by rw [zero_add]; exact hc.ne')
  have h3 := (((h2.sub_const (Real.log (velocity v c a))).div_atTop hLL).const_add 1).div_const c
  rw [add_zero] at h3
  refine h3.congr' ?_
  filter_upwards [Ioo_mem_nhdsGT ha0, hX.eventually_gt_atTop 0,
    hLL.eventually_gt_atTop 0] with e he hx hl
  -- factor log(1/e) out of the velocity
  have hs : velocity v c e = Real.log (1 / e) * (v / Real.log (1 / e) + c) := by
    rw [velocity]
    linear_combination (-v) * (mul_inv_cancel₀ hx.ne')
  have hp : 0 < v / Real.log (1 / e) + c :=
    add_pos_of_nonneg_of_pos (div_nonneg hv hx.le) hc
  have key : ∀ A B K : ℝ, B ≠ 0 → (1 + (A - K) / B) / c = (B + A - K) / c / B := by
    intro A B K hB
    linear_combination (-(1 / c)) * (mul_inv_cancel₀ hB)
  rw [mp2Tail_hartreeFock hv hc he.1 he.2.le ha, hs, Real.log_mul hx.ne' hp.ne']
  exact key _ _ _ hl.ne'
```

The filter `𝓝[>] 0` means that `e` approaches zero from above, and `𝓝 (1 / c)` is the limit. In the proof, `h1`, `h2` and `h3` build the limit of the right-hand side, `hs` is the factorisation, and `key` is the final rearrangement. The closed form is stated for $0<e\le a$, which `filter_upwards` may assume because only cutoffs near zero matter for the limit.

Q: So the ratio to $\log(1/e)$ vanishes?

A: Yes. Write

$$\frac{T(e)}{L}=\frac{T(e)}{\log L}\cdot\frac{\log L}{L}.$$

The first factor tends to $1/c$ and the second to zero. The Lean proof multiplies these two limits and cancels $\log L$.

```lean
/-- For `v ≥ 0`, `c > 0`, `0 < a < 1`, the ratio of the MP2 contribution with exchange to
`log(1/e)` tends to `0` as `e` tends to `0` from above. -/
theorem mp2Tail_div_log {v c a : ℝ} (hv : 0 ≤ v) (hc : 0 < c) (ha0 : 0 < a) (ha : a < 1) :
    Tendsto (fun e => mp2Tail v c a e / Real.log (1 / e)) (𝓝[>] 0) (𝓝 0) := by
  have hX := tendsto_log_cutoff
  have h1 : Tendsto (fun e : ℝ => Real.log (Real.log (1 / e)) / Real.log (1 / e))
      (𝓝[>] 0) (𝓝 0) := Real.isLittleO_log_id_atTop.tendsto_div_nhds_zero.comp hX
  have h2 := (mp2Tail_rate hv hc ha0 ha).mul h1
  rw [mul_zero] at h2
  refine h2.congr' ?_
  filter_upwards [(Real.tendsto_log_atTop.comp hX).eventually_gt_atTop 0] with e hl
  exact div_mul_div_cancel₀ (ne_of_gt hl)
```

Q: The integrand is then smaller than the bare one by a factor that tends to zero as $q\to0$. I would have concluded that exchange makes the integral finite.

A: That inference is wrong. The suppression factor is of order $1/\log(1/q)$, and it vanishes too slowly to make $1/q$ integrable at zero. You have to integrate before you judge. From the closed form, $w(e)\to\infty$ gives $\log w(e)\to\infty$, and so $T(e)\to\infty$.

For the comparison, let the bare energies have velocity $u>0$ and call their contribution $B(e)=\log(a/e)/u$. Since $\log(a/e)=\log a+L$,

$$\frac{B(e)}{L}=\frac{1}{u}\left(\frac{\log a}{L}+1\right)\longrightarrow\frac1u,
\qquad
\frac{T(e)}{B(e)}=\frac{T(e)/L}{B(e)/L}\longrightarrow\frac{0}{1/u}=0.$$

```lean
/-- Exchange in the orbital energies (`v ≥ 0`, `c > 0`) leaves the MP2 contribution below
`a`, `0 < a < 1`, divergent as `e` tends to `0` from above, but its ratio to the contribution
with bare energies of velocity `u > 0` tends to `0`. -/
theorem hartreeFock_weakens_not_cures {v c u a : ℝ} (hv : 0 ≤ v) (hc : 0 < c) (hu : 0 < u)
    (ha0 : 0 < a) (ha : a < 1) :
    Tendsto (fun e => mp2Tail v c a e) (𝓝[>] 0) atTop ∧
    Tendsto (fun e => mp2Tail v c a e / mp2Tail u 0 a e) (𝓝[>] 0) (𝓝 0) := by
  have hX := tendsto_log_cutoff
  constructor
  · have hV : Tendsto (fun e => velocity v c e) (𝓝[>] 0) atTop :=
      tendsto_atTop_add_const_left _ v (hX.const_mul_atTop hc)
    have hL : Tendsto (fun e => Real.log (velocity v c e)) (𝓝[>] 0) atTop :=
      Real.tendsto_log_atTop.comp hV
    refine ((tendsto_atTop_add_const_right _
      (-Real.log (velocity v c a)) hL).atTop_div_const hc).congr' ?_
    filter_upwards [Ioo_mem_nhdsGT ha0] with e he
    rw [mp2Tail_hartreeFock hv hc he.1 he.2.le ha, sub_eq_add_neg]
  · -- the bare contribution grows like log(1/e)/u
    have hB : Tendsto (fun e => mp2Tail u 0 a e / Real.log (1 / e)) (𝓝[>] 0)
        (𝓝 ((0 + 1) / u)) := by
      have h : Tendsto (fun e : ℝ => (Real.log a / Real.log (1 / e) + 1) / u) (𝓝[>] 0)
          (𝓝 ((0 + 1) / u)) :=
        ((tendsto_const_nhds.div_atTop hX).add_const 1).div_const u
      refine h.congr' ?_
      filter_upwards [Ioo_mem_nhdsGT ha0, hX.eventually_gt_atTop 0] with e he hx
      have hs : Real.log (a / e) = Real.log a + Real.log (1 / e) := by
        rw [Real.log_div ha0.ne' he.1.ne', one_div, Real.log_inv, sub_eq_add_neg]
      have hq : Real.log a / Real.log (1 / e) + 1 =
          (Real.log a + Real.log (1 / e)) / Real.log (1 / e) := by
        rw [add_div, div_self hx.ne']
      rw [mp2Tail_bare u he.1 he.2.le, hs, div_right_comm, hq]
    have h := (mp2Tail_div_log hv hc ha0 ha).div hB (by positivity)
    rw [zero_div] at h
    refine h.congr' ?_
    filter_upwards [hX.eventually_gt_atTop 0] with e hx
    exact div_div_div_cancel_right₀ hx.ne' _ _
```

The two parts of `hartreeFock_weakens_not_cures` are joined by `∧`: the first says that the contribution diverges, the second that its ratio to the bare one tends to zero. In the second part, `hB` is the limit $1/u$, and the last lines cancel $L$ from the quotient.

Q: Why is there a separate velocity $u$? I would compare the same metal with and without exchange.

A: For that comparison $u$ is the bare velocity of the metal. It equals $v$ if the unit of $q$ is chosen so that $v$ contains no constant from exchange; in other units the two differ. The theorem also admits $v=0$ in the Hartree–Fock contribution, where the bare contribution with the same velocity would make no sense.

Q: Does $c$ really have to be positive? Suppose I allow $c=0$.

A: Then the second part fails. Take $c=0$ and $v=u=1$. Numerator and denominator are the same integral, $\log(a/e)$, so the ratio is $1$ for every $e<a$. The weakening comes entirely from the exchange term.

Q: And my original integral?

A: It is the case $v=0$, $c=1$, where the velocity is $\log(1/q)$ itself. The proof substitutes these values in the closed form and identifies the two integrands on the interval. The equality also holds at $e=a$, where both sides are zero.

```lean
/-- For `0 < e ≤ a < 1`, the integral of `1/(q log(1/q))` from `e` to `a` is
`log(log(1/e)) - log(log(1/a))`. -/
theorem integral_inv_mul_log {a e : ℝ} (he : 0 < e) (hea : e ≤ a) (ha : a < 1) :
    ∫ q in e..a, 1 / (q * Real.log (1 / q)) =
      Real.log (Real.log (1 / e)) - Real.log (Real.log (1 / a)) := by
  have hvel : ∀ q, velocity 0 1 q = Real.log (1 / q) := by
    intro q
    rw [velocity, zero_add, one_mul]
  have h := mp2Tail_hartreeFock le_rfl one_pos he hea ha
  rw [hvel, hvel, div_one] at h
  rw [← h]
  refine intervalIntegral.integral_congr fun q hq => ?_
  rw [Set.uIcc_of_le hea] at hq
  show 1 / (q * Real.log (1 / q)) = mp2Integrand 0 1 q
  rw [mp2Integrand_eq 0 1 (lt_of_lt_of_le he hq.1).ne', hvel]

end

end ElectronGasMP2
```

```lean
#print axioms ElectronGasMP2.hartreeFock_weakens_not_cures
-- 'ElectronGasMP2.hartreeFock_weakens_not_cures' depends on axioms: [propext, Classical.choice, Quot.sound]
#print axioms ElectronGasMP2.integral_inv_mul_log
-- 'ElectronGasMP2.integral_inv_mul_log' depends on axioms: [propext, Classical.choice, Quot.sound]
```

Q: What may I take from this about real MP2 calculations on metals?

A: Within this one-variable model of small momentum transfers, Hartree–Fock orbital energies do not give a finite direct MP2 energy when the cutoff is removed. If you read $e$ as the smallest momentum transfer in a periodic simulation cell, the growth with cell size is very slow: for $v=0$, $c=1$, going from $\log(1/e)=10$ to $20$ adds only $\log2\approx0.69$, although the cell becomes about 22 000 times longer in each direction. A small change between two cell sizes is therefore no proof of convergence.

Q: And what is missing from the model?

A: The logarithmic velocity is assumed, not derived from the exchange self-energy. A single velocity replaces the dependence of the excitation energies on the angles and on the initial momenta, and constant prefactors are dropped. The exchange part of the second-order energy and large momentum transfers are absent, and so is screening. The theorems are therefore about the model integral, and the step from the full electron-gas sum to that integral rests on the power counting above.
